# The rhombohedral cell metric: determinant, positive definiteness and volume

The three lattice vectors of a rhombohedral crystal, as used in a periodic electronic-structure calculation, can be built from one edge length and one angle, which also fix the cell volume. Not every angle allows this, and the parts below find which ones do, for cells with three equal edges and three equal angles.

Let $a$ be the edge length and $c$ the cosine of the angle between any two edges. The metric $G$ collects the scalar products of the lattice vectors:

$$G=\begin{pmatrix}a^2&a^2c&a^2c\\a^2c&a^2&a^2c\\a^2c&a^2c&a^2\end{pmatrix}.$$

In the code this is `rhombMetric a c`. Its arguments are arbitrary real numbers, so $c$ is not assumed to be the cosine of anything until an angle is put in. Indices run over 0, 1, 2, as in `Fin 3`.

```lean
import Mathlib

open Matrix

namespace RhombohedralMetric

noncomputable section

/-- The metric of a rhombohedral cell with edge `a` and cosine `c` of the angle between edges:
`a²` on the diagonal and `a² c` everywhere else. -/
def rhombMetric (a c : ℝ) : Matrix (Fin 3) (Fin 3) ℝ :=
  !![a ^ 2, a ^ 2 * c, a ^ 2 * c;
     a ^ 2 * c, a ^ 2, a ^ 2 * c;
     a ^ 2 * c, a ^ 2 * c, a ^ 2]
```

The second definition is used in part (g). It holds three lattice vectors as the rows of a matrix, each a cyclic permutation of $(p,q,q)$, so that a threefold rotation about the direction $(1,1,1)$ carries them into one another.

```lean
/-- Three lattice vectors, written as rows, that are cyclic permutations of `(p, q, q)`. -/
def threefoldCell (p q : ℝ) : Matrix (Fin 3) (Fin 3) ℝ :=
  !![p, q, q; q, p, q; q, q, p]
```

## (a) The determinant

Show that for all real $a$ and $c$

$$\det G=a^6(1-c)^2(1+2c).$$

Each of the three rows contains a factor $a^2$, which gives $a^6$ in front. The remaining matrix has ones on the diagonal and $c$ elsewhere, and its determinant is

$$1+2c^3-3c^2=(1-2c+c^2)(1+2c)=(1-c)^2(1+2c).$$

The Lean proof expands the determinant with `Matrix.det_fin_three`, inserts the entries, and lets `ring` compare the polynomials.

```lean
/-- The determinant of the rhombohedral metric is `a⁶ (1 - c)² (1 + 2c)`. -/
theorem det_rhombMetric (a c : ℝ) :
    (rhombMetric a c).det = a ^ 6 * (1 - c) ^ 2 * (1 + 2 * c) := by
  rw [Matrix.det_fin_three]
  simp [rhombMetric]
  ring
```

## (b) Splitting the squared length

A vector with lattice coordinates $x=(x_0,x_1,x_2)$ has squared length $x^{T}Gx$. Write $S=x_0+x_1+x_2$ and $D=(x_0-x_1)^2+(x_1-x_2)^2+(x_2-x_0)^2$. Show that

$$3\,x^{T}Gx=a^2\left[(1+2c)S^2+(1-c)D\right].$$

Let $Q=x_0^2+x_1^2+x_2^2$ and $P=x_0x_1+x_1x_2+x_2x_0$. Then $x^{T}Gx=a^2(Q+2cP)$. Since $S^2=Q+2P$ and $D=2Q-2P$, we have $3Q=S^2+D$ and $6P=2S^2-D$. Therefore

$$3(Q+2cP)=S^2+D+c(2S^2-D)=(1+2c)S^2+(1-c)D.$$

In Lean, `x ⬝ᵥ rhombMetric a c *ᵥ x` is $x^{T}Gx$. The proof writes out the sums and again finishes with `ring`.

```lean
/-- Three times the squared length of a vector with lattice coordinates `x` splits into a part
from the sum of the coordinates and a part from their differences. -/
theorem three_mul_sq_length (a c : ℝ) (x : Fin 3 → ℝ) :
    3 * (x ⬝ᵥ rhombMetric a c *ᵥ x) =
      a ^ 2 * ((1 + 2 * c) * (x 0 + x 1 + x 2) ^ 2 +
        (1 - c) * ((x 0 - x 1) ^ 2 + (x 1 - x 2) ^ 2 + (x 2 - x 0) ^ 2)) := by
  simp [rhombMetric, Matrix.mulVec, dotProduct, Fin.sum_univ_three]
  ring
```

## (c) The range of the cosine

Let $a\neq0$, which says that the edge has a nonzero length and is the same as $a^2>0$. Show that

$$G\text{ is positive definite}\iff-\tfrac12<c<1.$$

Positive definiteness means that every nonzero vector has a positive squared length, as it must when the three lattice vectors are linearly independent.

Suppose first that $G$ is positive definite. The body diagonal $x=(1,1,1)$ has $S=3$ and $D=0$, so its squared length is $3a^2(1+2c)$. The face diagonal $x=(1,-1,0)$ has $S=0$ and $D=6$, so its squared length is $2a^2(1-c)$. Both are positive, which gives the two bounds.

Now suppose that the bounds hold. Both weights in part (b) are then positive, and $S^2$ and $D$ are never negative. If $S\neq0$, the first term is positive. If $S=0$, then $D=3Q-S^2=3Q$, which is positive for $x\neq0$. Either way the squared length is positive.

Lean's `PosDef` also requires the matrix to be Hermitian, which for real entries means symmetric; this is checked entry by entry. In the first direction, `h1` and `h2` state that the two diagonals have positive squared lengths, and `q1` and `q2` evaluate these squared lengths through part (b). In the second, `hn` states that $Q>0$, and the case split on $S^2$ produces `hb`, the positivity of the bracket.

```lean
/-- For a nonzero edge `a`, the rhombohedral metric is positive definite if and only if
`-1/2 < c < 1`. -/
theorem posDef_rhombMetric_iff {a : ℝ} (ha : a ≠ 0) (c : ℝ) :
    (rhombMetric a c).PosDef ↔ -1 / 2 < c ∧ c < 1 := by
  have ha2 : 0 < a ^ 2 := by positivity
  constructor
  · intro h
    have hpos : ∀ x : Fin 3 → ℝ, x ≠ 0 → 0 < x ⬝ᵥ rhombMetric a c *ᵥ x := fun x hx => by
      simpa only [star_trivial] using h.dotProduct_mulVec_pos hx
    -- the body diagonal and a face diagonal give the two bounds
    have h1 := hpos ![1, 1, 1] (fun h0 => by
      have := congrFun h0 0
      simp at this)
    have h2 := hpos ![1, -1, 0] (fun h0 => by
      have := congrFun h0 0
      simp at this)
    have q1 : 3 * (![1, 1, 1] ⬝ᵥ rhombMetric a c *ᵥ ![1, 1, 1]) =
        a ^ 2 * ((1 + 2 * c) * (1 + 1 + 1) ^ 2 +
          (1 - c) * ((1 - 1) ^ 2 + (1 - 1) ^ 2 + (1 - 1) ^ 2)) :=
      three_mul_sq_length a c ![1, 1, 1]
    have q2 : 3 * (![1, -1, 0] ⬝ᵥ rhombMetric a c *ᵥ ![1, -1, 0]) =
        a ^ 2 * ((1 + 2 * c) * (1 + -1 + 0) ^ 2 +
          (1 - c) * ((1 - -1) ^ 2 + (-1 - 0) ^ 2 + (0 - 1) ^ 2)) :=
      three_mul_sq_length a c ![1, -1, 0]
    have r1 : 0 < a ^ 2 * (1 + 2 * c) := by linarith
    have r2 : 0 < a ^ 2 * (1 - c) := by linarith
    have s1 := (mul_pos_iff_of_pos_left ha2).1 r1
    have s2 := (mul_pos_iff_of_pos_left ha2).1 r2
    constructor <;> linarith
  · rintro ⟨hl, hu⟩
    rw [Matrix.posDef_iff_dotProduct_mulVec]
    refine ⟨Matrix.IsHermitian.ext (fun i j => by
      fin_cases i <;> fin_cases j <;> simp [rhombMetric]), ?_⟩
    intro x hx
    rw [star_trivial]
    have hn : 0 < x 0 ^ 2 + x 1 ^ 2 + x 2 ^ 2 := by
      by_contra hn
      apply hx
      have hz : ∀ i, x i ^ 2 = 0 := by
        intro i
        fin_cases i <;> dsimp <;>
          linarith [sq_nonneg (x 0), sq_nonneg (x 1), sq_nonneg (x 2)]
      funext i
      exact (pow_eq_zero_iff two_ne_zero).1 (hz i)
    have hl' : 0 < 1 + 2 * c := by linarith
    have hu' : 0 < 1 - c := by linarith
    have hD : 0 ≤ (x 0 - x 1) ^ 2 + (x 1 - x 2) ^ 2 + (x 2 - x 0) ^ 2 := by positivity
    -- the sum and the differences of the coordinates cannot all vanish
    have hb : 0 < (1 + 2 * c) * (x 0 + x 1 + x 2) ^ 2 +
        (1 - c) * ((x 0 - x 1) ^ 2 + (x 1 - x 2) ^ 2 + (x 2 - x 0) ^ 2) := by
      rcases (sq_nonneg (x 0 + x 1 + x 2)).eq_or_lt with hs | hs
      · have hD' : 0 < (x 0 - x 1) ^ 2 + (x 1 - x 2) ^ 2 + (x 2 - x 0) ^ 2 := by
          nlinarith
        exact add_pos_of_nonneg_of_pos (mul_nonneg hl'.le (sq_nonneg _)) (mul_pos hu' hD')
      · exact add_pos_of_pos_of_nonneg (mul_pos hl' hs) (mul_nonneg hu'.le hD)
    have := mul_pos ha2 hb
    linarith [three_mul_sq_length a c x]
```

The same argument covers $n\geq2$ vectors of equal nonzero length $a$ with equal mutual cosines $c$. With $S$ the sum of all coordinates,

$$n\,x^{T}Gx=a^2\Big[(1+(n-1)c)S^2+(1-c)\sum_{i<j}(x_i-x_j)^2\Big],$$

so the condition becomes $-1/(n-1)<c<1$. The code treats only $n=3$.

## (d) The range of the angle

Let $a\neq0$, $c=\cos\alpha$ and $0\leq\alpha\leq\pi$. Show that

$$G\text{ is positive definite}\iff0<\alpha<\tfrac{2\pi}{3}.$$

On $[0,\pi]$ the cosine is strictly decreasing, with $\cos0=1$ and $\cos(2\pi/3)=-\tfrac12$. The bounds $-\tfrac12<\cos\alpha<1$ therefore translate directly into bounds on $\alpha$. At $\alpha=0$ the three edges coincide, and at $\alpha=2\pi/3$ they lie in a plane.

The proof computes the second cosine as `hc`, rewrites with part (c), and uses the monotonicity of the cosine in each direction.

```lean
/-- For a nonzero edge and a cell angle `α` between `0` and `π`, the rhombohedral metric is
positive definite if and only if `0 < α < 2π/3`. -/
theorem posDef_iff_angle {a α : ℝ} (ha : a ≠ 0) (h0 : 0 ≤ α) (hπ : α ≤ Real.pi) :
    (rhombMetric a (Real.cos α)).PosDef ↔ 0 < α ∧ α < 2 * Real.pi / 3 := by
  have hp := Real.pi_pos
  have hc : Real.cos (2 * Real.pi / 3) = -1 / 2 := by
    rw [show 2 * Real.pi / 3 = Real.pi - Real.pi / 3 by ring, Real.cos_pi_sub,
      Real.cos_pi_div_three]
    norm_num
  rw [posDef_rhombMetric_iff ha]
  constructor
  · rintro ⟨hl, hu⟩
    constructor
    · by_contra hn
      have hz : α = 0 := by linarith
      rw [hz, Real.cos_zero] at hu
      exact lt_irrefl _ hu
    · by_contra hn
      have := Real.cos_le_cos_of_nonneg_of_le_pi (by positivity) hπ (not_lt.1 hn)
      linarith
  · rintro ⟨hl, hu⟩
    have h1 := Real.cos_lt_cos_of_nonneg_of_le_pi h0 (by linarith) hu
    have h2 := Real.cos_lt_cos_of_nonneg_of_le_pi le_rfl hπ hl
    rw [Real.cos_zero] at h2
    exact ⟨by linarith, h2⟩
```

## (e) A positive determinant is not enough

Let $a\neq0$ and $c>1$. Show that

$$\det G>0\quad\text{although }G\text{ is not positive definite.}$$

By part (a) the determinant is a product of $a^6>0$, $(1-c)^2>0$ and $1+2c>3$. By part (c) the metric is not positive definite, since $c<1$ fails.

No real angle has $c>1$, but a program that builds $G$ from the bare numbers $a$ and $c$ can be given such a value, for example through a typing error, and then all the off-diagonal entries are wrong in the same way. A test of only the sign of the determinant would accept this metric. A Cholesky factorisation detects the fault, because its second pivot involves $a^2(1-c^2)$, which is negative.

```lean
/-- For a nonzero edge and `c > 1`, the determinant is positive although the metric is not
positive definite. -/
theorem det_pos_and_not_posDef {a c : ℝ} (ha : a ≠ 0) (hc : 1 < c) :
    0 < (rhombMetric a c).det ∧ ¬ (rhombMetric a c).PosDef := by
  constructor
  · rw [det_rhombMetric]
    have ha6 : 0 < a ^ 6 := by positivity
    exact mul_pos (mul_pos ha6 (by nlinarith)) (by linarith)
  · rw [posDef_rhombMetric_iff ha]
    rintro ⟨_, hu⟩
    linarith
```

## (f) The cell volume

Let the rows of a real matrix $A$ be the lattice vectors. The entries of $AA^{T}$ are then their scalar products, and the cell volume is $|\det A|$. Suppose that $a\geq0$ and $AA^{T}=G$ with $c=\cos\alpha$. Show that

$$|\det A|=a^3(1-\cos\alpha)\sqrt{1+2\cos\alpha}.$$

Taking determinants of $AA^{T}=G$ and using part (a) gives

$$(\det A)^2=\left[a^3(1-\cos\alpha)\right]^2(1+2\cos\alpha).$$

For $a=0$ both sides of the target vanish. For $a>0$ the number under the root is not negative, because the sum of the three lattice vectors has squared length $3a^2(1+2\cos\alpha)$. The bracket is not negative either, since $\cos\alpha\leq1$, so taking the root gives the formula.

The hypothesis `hA` is the equation $AA^{T}=G$. In the proof, `hd` is the squared relation and `hn` the sign of the bracket. The theorem assumes that such a matrix $A$ is given; the last part supplies one.

```lean
/-- If the rows of `A` are lattice vectors with rhombohedral metric of edge `a ≥ 0` and angle `α`,
the cell volume `|det A|` is `a³ (1 - cos α) √(1 + 2 cos α)`. -/
theorem cell_volume {a α : ℝ} (ha : 0 ≤ a) (A : Matrix (Fin 3) (Fin 3) ℝ)
    (hA : A * Aᵀ = rhombMetric a (Real.cos α)) :
    |A.det| = a ^ 3 * (1 - Real.cos α) * Real.sqrt (1 + 2 * Real.cos α) := by
  -- the determinant of the metric is the squared volume
  have hd : A.det ^ 2 = (a ^ 3 * (1 - Real.cos α)) ^ 2 * (1 + 2 * Real.cos α) := by
    have h := congrArg Matrix.det hA
    rw [Matrix.det_mul, Matrix.det_transpose, det_rhombMetric] at h
    linear_combination h
  have hn : 0 ≤ a ^ 3 * (1 - Real.cos α) :=
    mul_nonneg (pow_nonneg ha 3) (by linarith [Real.cos_le_one α])
  rw [← Real.sqrt_sq_eq_abs, hd, Real.sqrt_mul (sq_nonneg _), Real.sqrt_sq hn]
```

## (g) Explicit lattice vectors

Let $-\tfrac12\leq c\leq1$. Show that the cyclic permutations of $(p,q,q)$ have the metric $G$ when

$$p=\frac a3\left(\sqrt{1+2c}+2\sqrt{1-c}\right),\qquad q=\frac a3\left(\sqrt{1+2c}-\sqrt{1-c}\right).$$

Each vector has squared length $p^2+2q^2$, and any two of them have the scalar product $2pq+q^2$. The requirements are

$$p^2+2q^2=a^2,\qquad2pq+q^2=a^2c.$$

Adding twice the second to the first gives $(p+2q)^2=a^2(1+2c)$. Subtracting the second from the first gives $(p-q)^2=a^2(1-c)$. Choose $p+2q=a\sqrt{1+2c}$ and $p-q=a\sqrt{1-c}$, and solve for $p$ and $q$. These steps can be reversed, so the stated values satisfy both requirements.

The endpoints are included: they give the two limiting cases of part (d), with all three edges coinciding or all three in a plane, where the volume is zero.

In Lean, `key` reduces the nine entries of the matrix equation to the two requirements. The two `linear_combination` lines then verify them from the squares of the roots, `hw` and `hv`.

A cell builder can use these formulas directly: compute $c=\cos\alpha$, reject the input unless $a>0$ and $0<\alpha<2\pi/3$, and write the three rows. This places the threefold axis along $(1,1,1)$. Rotating the three vectors together, for example to bring this axis along $z$, leaves the metric and the volume unchanged.

```lean
/-- For `-1/2 ≤ c ≤ 1`, the rhombohedral metric is realised by explicit lattice vectors that are
cyclic permutations of one another. -/
theorem threefoldCell_metric (a : ℝ) {c : ℝ} (hl : -1 / 2 ≤ c) (hu : c ≤ 1) :
    let A := threefoldCell
      (a * (Real.sqrt (1 + 2 * c) + 2 * Real.sqrt (1 - c)) / 3)
      (a * (Real.sqrt (1 + 2 * c) - Real.sqrt (1 - c)) / 3)
    A * Aᵀ = rhombMetric a c := by
  intro A
  have hw := Real.sq_sqrt (show 0 ≤ 1 + 2 * c by linarith)
  have hv := Real.sq_sqrt (show 0 ≤ 1 - c by linarith)
  -- the two distinct scalar products, for general components `p` and `q`
  have key : ∀ p q : ℝ, p * p + q * q + q * q = a ^ 2 →
      p * q + q * p + q * q = a ^ 2 * c →
      threefoldCell p q * (threefoldCell p q)ᵀ = rhombMetric a c := by
    intro p q hd ho
    ext i j
    fin_cases i <;> fin_cases j <;>
      simp [threefoldCell, rhombMetric, Matrix.mul_apply, Fin.sum_univ_three] <;> linarith
  apply key
  · linear_combination a ^ 2 / 3 * hw + 2 * a ^ 2 / 3 * hv
  · linear_combination a ^ 2 / 3 * hw - a ^ 2 / 3 * hv

end

end RhombohedralMetric
```

```lean
#print axioms RhombohedralMetric.posDef_iff_angle
-- 'RhombohedralMetric.posDef_iff_angle' depends on axioms: [propext, Classical.choice, Quot.sound]
#print axioms RhombohedralMetric.det_pos_and_not_posDef
-- 'RhombohedralMetric.det_pos_and_not_posDef' depends on axioms: [propext, Classical.choice, Quot.sound]
#print axioms RhombohedralMetric.cell_volume
-- 'RhombohedralMetric.cell_volume' depends on axioms: [propext, Classical.choice, Quot.sound]
#print axioms RhombohedralMetric.threefoldCell_metric
-- 'RhombohedralMetric.threefoldCell_metric' depends on axioms: [propext, Classical.choice, Quot.sound]
```
